# Fixed-electron-number response from a positive semidefinite response with positive softness

A linear-response code for a metal with smeared occupations may compute the density change at fixed chemical potential and then need it at fixed average electron number. The conversion subtracts a rank-one term from the response matrix. This note shows that the subtraction conserves the electron number, keeps the matrix positive semidefinite and never increases its quadratic form.

## The rank-one correction and its use

Let \(C_{ij}\) be the number of electrons added on site \(i\) per unit potential on site \(j\), at fixed chemical potential. Potentials \(v\) are counted positive when they attract electrons, so \(C\) is minus the usual density response \(\chi\). Let \(u\) be the all-ones vector. The added electron number is \(N(v)=u^TCv\), and the softness is \(s=u^TCu\). For real positive semidefinite \(C\) with \(s>0\), define

\[
K=C-\frac{C\,u\,u^TC}{s}.
\]

Then \(K\) is positive semidefinite, \(Ku=0\), and \(v^TKv\le v^TCv\) for every \(v\).

The condition \(s>0\) says that a uniform attractive potential draws in electrons, as it does for non-interacting electrons with partially filled levels and Fermi–Dirac smearing. Smearing schemes whose occupations are not monotonic in energy can violate both this condition and the positivity of \(C\). If \(s=0\), positivity gives \(Cu=0\), and \(C\) needs no correction.

In random-phase calculations, \(C\) can be the static non-interacting response in a finite site representation. A solver that inverts \(K\) must first remove the constant potentials.

## Shifting the potential and completing the square

Set \(\mu_v=N(v)/s\). Applying \(K\) to \(v\) gives

\[
Kv=Cv-\frac{N(v)}{s}\,Cu=C(v-\mu_v u).
\]

For any uniform shift \(\mu\), \(N(v-\mu u)=N(v)-\mu s\). This vanishes exactly when \(\mu=\mu_v\), so \(Kv\) is the response under the unique number-conserving shift. For \(v=cu\) the shift is \(c\), hence \(K(cu)=0\).

Symmetry of \(C\) gives \(v^TCu=N(v)\). Therefore

\[
\begin{aligned}
(v-\mu u)^TC(v-\mu u)&=v^TCv-2\mu N(v)+\mu^2s,\\
v^TKv&=v^TCv-\frac{N(v)^2}{s}.
\end{aligned}
\]

Subtracting and using \(N(v)=s\mu_v\),

\[
(v-\mu u)^TC(v-\mu u)=v^TKv+s(\mu-\mu_v)^2.
\]

So \(v^TKv\) is the least value of the left side over all \(\mu\). At \(\mu=\mu_v\) the left side is nonnegative because \(C\) is positive semidefinite; since \(K\) is also symmetric, it is positive semidefinite. At \(\mu=0\) the identity gives \(v^TKv\le v^TCv\), with equality exactly when \(N(v)=0\).

If \(C\) is injective, \(Kv=0\) forces \(v=\mu_v u\), so only constants are annihilated. For two uncoupled sites with responses \(a\) and \(b\), \(Cu=(a,b)^T\) and \(s=a+b\). The diagonal entries of \(K\) are then \(ab/(a+b)\) and the off-diagonal ones \(-ab/(a+b)\), the strength of two capacitors in series.

## Lean source

```lean
import Mathlib

open Matrix

namespace FixedNumberResponse

noncomputable section

variable {n : Type*} [Fintype n]

/-- The number of electrons added by the attractive potential `v` at fixed chemical potential,
for the density response `C`. -/
def addedNumber (C : Matrix n n ℝ) (v : n → ℝ) : ℝ := (1 : n → ℝ) ⬝ᵥ C *ᵥ v

/-- The global softness `s = uᵀ C u`: the number of electrons added by a uniform unit potential. -/
def softness (C : Matrix n n ℝ) : ℝ := addedNumber C 1

/-- The uniform shift that compensates the electrons added by `v`, for nonzero softness. -/
def shift (C : Matrix n n ℝ) (v : n → ℝ) : ℝ := addedNumber C v / softness C

/-- The fixed-electron-number response `C - C u uᵀ C / s`, for nonzero softness `s`. -/
def fixedN (C : Matrix n n ℝ) : Matrix n n ℝ :=
  C - (softness C)⁻¹ • vecMulVec (C *ᵥ (1 : n → ℝ)) ((1 : n → ℝ) ᵥ* C)

/-- The matrix `fixedN C` acts on a potential as `C` acts on the potential shifted by
`shift C v`. -/
theorem fixedN_mulVec (C : Matrix n n ℝ) (v : n → ℝ) :
    fixedN C *ᵥ v = C *ᵥ (v - shift C v • (1 : n → ℝ)) := by
  have h (a b : n → ℝ) : vecMulVec a b *ᵥ v = (b ⬝ᵥ v) • a := by
    ext i
    simp only [Matrix.mulVec, dotProduct, Matrix.vecMulVec_apply, Pi.smul_apply, smul_eq_mul,
      Finset.sum_mul]
    exact Finset.sum_congr rfl (fun j _ => by ring)
  rw [fixedN, Matrix.sub_mulVec, Matrix.smul_mulVec, h, ← Matrix.dotProduct_mulVec,
    Matrix.mulVec_sub, Matrix.mulVec_smul, smul_smul, shift, addedNumber, div_eq_inv_mul]

/-- For nonzero softness, a uniform shift `μ` conserves the electron number exactly when it
equals `shift C v`. -/
theorem number_conserved_iff {C : Matrix n n ℝ} (hs : softness C ≠ 0) (v : n → ℝ) (μ : ℝ) :
    addedNumber C (v - μ • (1 : n → ℝ)) = 0 ↔ μ = shift C v := by
  have h : addedNumber C (v - μ • (1 : n → ℝ)) = addedNumber C v - μ * softness C := by
    simp only [addedNumber, softness, Matrix.mulVec_sub, Matrix.mulVec_smul, dotProduct_sub,
      dotProduct_smul, smul_eq_mul]
  rw [h, sub_eq_zero, shift, eq_div_iff hs]
  exact eq_comm

/-- For nonzero softness, a constant potential produces no density change at fixed electron
number. -/
theorem fixedN_const {C : Matrix n n ℝ} (hs : softness C ≠ 0) (c : ℝ) :
    fixedN C *ᵥ (c • (1 : n → ℝ)) = 0 := by
  have h : c = shift C (c • (1 : n → ℝ)) := (number_conserved_iff hs _ _).1 (by
    rw [sub_self, addedNumber, Matrix.mulVec_zero, dotProduct_zero])
  rw [fixedN_mulVec, ← h, sub_self, Matrix.mulVec_zero]

/-- For a symmetric response of nonzero softness, the quadratic form of `C` at a shifted potential
is the fixed-number form plus the softness times the squared deviation from `shift C v`. -/
theorem complete_square {C : Matrix n n ℝ} (hC : C.IsSymm) (hs : softness C ≠ 0)
    (v : n → ℝ) (μ : ℝ) :
    (v - μ • (1 : n → ℝ)) ⬝ᵥ C *ᵥ (v - μ • (1 : n → ℝ)) =
      v ⬝ᵥ fixedN C *ᵥ v + softness C * (μ - shift C v) ^ 2 := by
  have h1 : (1 : n → ℝ) ⬝ᵥ C *ᵥ v = addedNumber C v := rfl
  have h2 : (1 : n → ℝ) ⬝ᵥ C *ᵥ (1 : n → ℝ) = softness C := rfl
  -- reciprocity of the response
  have h3 : v ⬝ᵥ C *ᵥ (1 : n → ℝ) = addedNumber C v := by
    rw [Matrix.dotProduct_mulVec v C 1, ← Matrix.mulVec_transpose, hC.eq]
    exact dotProduct_comm _ _
  have hm : shift C v * softness C = addedNumber C v := div_mul_cancel₀ _ hs
  rw [fixedN_mulVec]
  simp only [Matrix.mulVec_sub, Matrix.mulVec_smul, sub_dotProduct, smul_dotProduct,
    dotProduct_sub, dotProduct_smul, smul_eq_mul, h1, h2, h3]
  linear_combination (2 * μ - shift C v) * hm

/-- For a symmetric response of positive softness, the fixed-number quadratic form is the least
value of the form of `C` over all uniform shifts of the potential. -/
theorem fixedN_isLeast {C : Matrix n n ℝ} (hC : C.IsSymm) (hs : 0 < softness C) (v : n → ℝ) :
    IsLeast (Set.range fun μ : ℝ =>
      (v - μ • (1 : n → ℝ)) ⬝ᵥ C *ᵥ (v - μ • (1 : n → ℝ))) (v ⬝ᵥ fixedN C *ᵥ v) := by
  constructor
  · refine ⟨shift C v, ?_⟩
    have h := complete_square hC hs.ne' v (shift C v)
    change (v - shift C v • (1 : n → ℝ)) ⬝ᵥ C *ᵥ (v - shift C v • (1 : n → ℝ)) = _
    linarith
  · rintro _ ⟨μ, rfl⟩
    have h := complete_square hC hs.ne' v μ
    have hp := mul_nonneg hs.le (sq_nonneg (μ - shift C v))
    change _ ≤ (v - μ • (1 : n → ℝ)) ⬝ᵥ C *ᵥ (v - μ • (1 : n → ℝ))
    linarith

/-- For a positive semidefinite response `C` of positive softness, each potential has exactly one
uniform shift that both conserves the electron number and makes `C` reproduce the response of
`fixedN C`. The matrix `fixedN C` is positive semidefinite, annihilates constant potentials, and
never exceeds `C` as a quadratic form. -/
theorem fixed_number_response {C : Matrix n n ℝ} (hC : C.PosSemidef) (hs : 0 < softness C) :
    (∀ v : n → ℝ, ∃! μ : ℝ, addedNumber C (v - μ • (1 : n → ℝ)) = 0 ∧
      fixedN C *ᵥ v = C *ᵥ (v - μ • (1 : n → ℝ))) ∧
    (fixedN C).PosSemidef ∧
    (∀ c : ℝ, fixedN C *ᵥ (c • (1 : n → ℝ)) = 0) ∧
    (∀ v : n → ℝ, v ⬝ᵥ fixedN C *ᵥ v ≤ v ⬝ᵥ C *ᵥ v) := by
  have hsym : C.IsSymm := Matrix.IsSymm.ext fun i j => by
    have h := hC.isHermitian.apply i j
    rwa [star_trivial] at h
  refine ⟨fun v => ⟨shift C v, ⟨(number_conserved_iff hs.ne' v _).2 rfl, fixedN_mulVec C v⟩,
    fun μ h => (number_conserved_iff hs.ne' v μ).1 h.1⟩, ?_, fixedN_const hs.ne', fun v => ?_⟩
  · apply Matrix.PosSemidef.of_dotProduct_mulVec_nonneg
    · -- the subtracted rank-one term is symmetric
      have hv : (1 : n → ℝ) ᵥ* C = C *ᵥ (1 : n → ℝ) := by
        rw [← Matrix.mulVec_transpose, hsym.eq]
      apply Matrix.IsHermitian.ext
      intro i j
      rw [star_trivial]
      simp only [fixedN, hv, Matrix.sub_apply, Matrix.smul_apply, Matrix.vecMulVec_apply,
        smul_eq_mul]
      rw [hsym.apply i j]
      ring
    · -- positivity is inherited from `C` at the optimal shift
      intro v
      have h := complete_square hsym hs.ne' v (shift C v)
      have hp := hC.dotProduct_mulVec_nonneg (v - shift C v • (1 : n → ℝ))
      rw [star_trivial] at hp ⊢
      linarith
  · have h := (fixedN_isLeast hsym hs v).2 ⟨0, rfl⟩
    simpa only [zero_smul, sub_zero] using h

/-- For a symmetric response of nonzero softness, the two quadratic forms agree on `v` exactly
when `v` adds no electrons at fixed chemical potential. -/
theorem fixedN_eq_iff {C : Matrix n n ℝ} (hC : C.IsSymm) (hs : softness C ≠ 0) (v : n → ℝ) :
    v ⬝ᵥ fixedN C *ᵥ v = v ⬝ᵥ C *ᵥ v ↔ addedNumber C v = 0 := by
  have key := complete_square hC hs v 0
  rw [zero_smul, sub_zero] at key
  have hm : shift C v * softness C = addedNumber C v := div_mul_cancel₀ _ hs
  constructor
  · intro h
    have h0 : softness C * (0 - shift C v) ^ 2 = 0 := by linarith
    have h1 : shift C v = 0 := by simpa [hs] using h0
    rw [← hm, h1, zero_mul]
  · intro h
    have h1 : shift C v = 0 := by rw [shift, h, zero_div]
    rw [h1] at key
    linarith

/-- If `C` is injective and has nonzero softness, the potentials without response at fixed
electron number are exactly the constant ones. -/
theorem fixedN_ker {C : Matrix n n ℝ} (hC : Function.Injective fun v : n → ℝ => C *ᵥ v)
    (hs : softness C ≠ 0) (v : n → ℝ) :
    fixedN C *ᵥ v = 0 ↔ ∃ c : ℝ, v = c • (1 : n → ℝ) := by
  constructor
  · intro h
    rw [fixedN_mulVec] at h
    exact ⟨shift C v, sub_eq_zero.1 (hC (h.trans (Matrix.mulVec_zero C).symm))⟩
  · rintro ⟨c, rfl⟩
    exact fixedN_const hs c

/-- Two uncoupled sites with responses `a` and `b`, where `a + b ≠ 0`, have a fixed-number
response of strength `a b / (a + b)` that moves charge between the sites. -/
theorem fixedN_two_sites (a b : ℝ) (hab : a + b ≠ 0) :
    fixedN !![a, 0; 0, b] = (a * b / (a + b)) • !![1, -1; -1, 1] := by
  have hs : softness !![a, 0; 0, b] = a + b := by
    simp [softness, addedNumber, Matrix.mulVec, dotProduct, Fin.sum_univ_two]
  ext i j
  fin_cases i <;> fin_cases j <;>
    simp [fixedN, hs, dotProduct, Matrix.vecHead, Matrix.vecTail, Fin.sum_univ_two] <;>
    field_simp <;> ring

end

end FixedNumberResponse
```

```lean
#print axioms FixedNumberResponse.fixed_number_response
-- 'FixedNumberResponse.fixed_number_response' depends on axioms: [propext, Classical.choice, Quot.sound]
#print axioms FixedNumberResponse.fixedN_eq_iff
-- 'FixedNumberResponse.fixedN_eq_iff' depends on axioms: [propext, Classical.choice, Quot.sound]
#print axioms FixedNumberResponse.fixedN_ker
-- 'FixedNumberResponse.fixedN_ker' depends on axioms: [propext, Classical.choice, Quot.sound]
#print axioms FixedNumberResponse.fixedN_two_sites
-- 'FixedNumberResponse.fixedN_two_sites' depends on axioms: [propext, Classical.choice, Quot.sound]
```

## Guarantees for the matrix, and the physics left to the user

The finite type `n` labels the sites, and `1 : n → ℝ` is \(u\). The definitions `addedNumber`, `softness`, `shift` and `fixedN` are \(N(v)\), \(s\), \(\mu_v\) and \(K\). The letter `μ` is a uniform potential shift, not the chemical potential: subtracting `μ` from the attractive potential corresponds to lowering the chemical potential by `μ`.

The main theorem, `fixed_number_response`, assumes `C.PosSemidef`, which includes symmetry, and `0 < softness C`. Its four parts are the existence of exactly one shift that both conserves the number and reproduces the response of `fixedN C`, positivity, annihilation of constants, and the upper bound. That no other shift conserves the number is `number_conserved_iff`.

`fixedN_mulVec` and `number_conserved_iff` prove the two shift formulas, and `fixedN_const` combines them. In `complete_square`, `h3` is the symmetry step, `simp only` expands the products, and `linear_combination` finishes with \(\mu_v s=N(v)\). `fixedN_isLeast` drops the nonnegative square; the main theorem uses it at zero shift for the upper bound, and `complete_square` at the optimal shift for positivity. `fixedN_eq_iff` and `fixedN_ker` settle equality and the kernel, while `fixedN_two_sites` checks the four entries.

The link to a real system is the premise that changing the chemical potential alters the density as a uniform potential does. This holds for static equilibrium response, but the hypotheses don't contain it. The electron number held fixed is the average one; a canonical ensemble at finite temperature, where the number does not fluctuate, generally has a different response. The matrix \(C\) is given, not derived from a Hamiltonian, and the all-ones vector must represent both a constant potential and the electron count. A non-orthogonal basis generally needs other vectors. Rounding errors, which can matter when \(s\) is small, are not analysed.
